# For m > 0, a positive definite 2×2 matrix X with det X = m² is QQ† with det Q = m, uniquely up to SU(2) on the right

## How much freedom is there in the spinors of a massive momentum?

I use units with c = 1 and write a real four-momentum (E, p) as the Hermitian matrix

X = E·1 + p·σ,

where σ stands for the three Pauli matrices. Then tr X = 2E and det X = E² − |p|². The eigenvalues of X are E ± |p|, so X is positive definite exactly when the momentum is timelike with positive energy. The mass m > 0 is fixed by det X = m². A dagger is the conjugate transpose, and SU(2) is the group of unitary 2×2 matrices with determinant one.

In massive spinor-helicity variables one writes X = QQ†, where the two columns of Q are a pair of spinors, and normalises by det Q = m. I have always taken it for granted that such a Q exists and that the only freedom left is Q → QU with U in SU(2). I would like to see this derived in full, including the uniqueness of U, and checked by a proof assistant. Does the little group of X follow from it as well?

## One explicit solution, and SU(2) gives all the others

Yes, to both. The derivation needs only 2×2 matrix algebra.

### The canonical spinor matrix

Let μ be a complex number with det X = μ². The Cayley-Hamilton theorem says

X² − (tr X) X + μ²·1 = 0.

Adding a multiple of the identity and squaring therefore gives

(X + μ·1)² = X² + 2μX + μ²·1 = (tr X + 2μ) X.

Number rows and columns 0 and 1, as Lean does. The determinant of the same matrix is

det(X + μ·1) = (X₀₀ + μ)(X₁₁ + μ) − X₀₁X₁₀ = μ² + μ tr X + μ² = μ(tr X + 2μ).

Now set μ = m. Testing positive definiteness on the two basis spinors shows that X₀₀ and X₁₁ are real and positive, so tr X + 2m is a positive real number with a positive root s = √(tr X + 2m). Define

Q = (X + m·1)/s.

This Q is Hermitian, because X is Hermitian and m and s are real. Hence

QQ† = Q² = (tr X + 2m) X/s² = X,

det Q = det(X + m·1)/s² = m.

In terms of energy and momentum,

Q = ((E + m)·1 + p·σ)/√(2(E + m)),

which is √m times the standard boost from rest to p in its spinor representation. At rest it reduces to √m·1.

### All other solutions

Let Q and Q' both solve the two equations. Since det Q = m ≠ 0, Q is invertible, and Q' = QU forces U = Q⁻¹Q'. So there is at most one U. It is unitary:

UU† = Q⁻¹ (Q'Q'†) (Q⁻¹)† = Q⁻¹ (QQ†) (Q⁻¹)† = 1.

Its determinant follows from m det U = det Q' = m, so det U = 1.

Conversely, if U is in SU(2), then (QU)(QU)† = QUU†Q† = X and det(QU) = m.

### Which matrices X can occur

If det Q = m > 0 and X = QQ†, then for every nonzero spinor x

x†Xx = |Q†x|² > 0,

because Q† is invertible. Also det X = m·m = m². The conditions on X are thus necessary as well as sufficient.

### The little group

A matrix A with det A = 1 acts on momenta as the Lorentz transformation X → AXA†. The little group of X consists of those A that leave X fixed. Suppose, then, that det A = 1 and AXA† = X. Then AQ has determinant m and satisfies (AQ)(AQ)† = AXA† = X, so it is another solution. Therefore AQ = QU for some U in SU(2), that is,

A = QUQ⁻¹.

Reading the steps backwards shows that every matrix of this form has determinant one and preserves X. At rest, where Q = √m·1 is a solution, these are the SU(2) matrices themselves.

### The Lean file

```lean
import Mathlib

open Matrix
open scoped ComplexOrder

namespace MassiveSpinorHelicity

noncomputable section

/-- `Q` is a massive spinor matrix for the momentum bispinor `X` and mass `m`:
`det Q = m` and `Q Q† = X`. -/
def IsMassiveSpinor (m : ℝ) (X Q : Matrix (Fin 2) (Fin 2) ℂ) : Prop :=
  Q.det = (m : ℂ) ∧ Q * Qᴴ = X

/-- The canonical spinor matrix `(X + m) / √(tr X + 2m)` of a momentum bispinor `X`. -/
def canonicalSpinor (m : ℝ) (X : Matrix (Fin 2) (Fin 2) ℂ) : Matrix (Fin 2) (Fin 2) ℂ :=
  (((Real.sqrt (X.trace.re + 2 * m))⁻¹ : ℝ) : ℂ) • (X + (m : ℂ) • 1)

/-- If `det X = μ²`, then `(X + μ)² = (tr X + 2μ) X`. -/
theorem add_mass_sq {X : Matrix (Fin 2) (Fin 2) ℂ} {μ : ℂ} (h : X.det = μ ^ 2) :
    (X + μ • 1) * (X + μ • 1) = (X.trace + 2 * μ) • X := by
  rw [Matrix.det_fin_two] at h
  ext i j
  fin_cases i <;> fin_cases j <;>
    simp [Matrix.mul_apply, Fin.sum_univ_two, Matrix.trace_fin_two] <;>
    first
      | ring1
      | linear_combination (-1 : ℂ) * h

/-- If `det X = μ²`, then `det (X + μ) = μ (tr X + 2μ)`. -/
theorem det_add_mass {X : Matrix (Fin 2) (Fin 2) ℂ} {μ : ℂ} (h : X.det = μ ^ 2) :
    (X + μ • 1).det = μ * (X.trace + 2 * μ) := by
  rw [Matrix.det_fin_two] at h
  simp [Matrix.det_fin_two, Matrix.trace_fin_two]
  linear_combination h

/-- The trace of a positive definite momentum bispinor is real and positive. -/
theorem trace_real_pos {X : Matrix (Fin 2) (Fin 2) ℂ} (hX : X.PosDef) :
    0 < X.trace.re ∧ X.trace = (X.trace.re : ℂ) := by
  -- test positivity on the two basis spinors
  have h0 : 0 < X 0 0 := by
    have h := hX.dotProduct_mulVec_pos (x := ![1, 0])
      (fun h => by simpa using congrFun h 0)
    simpa [Matrix.mulVec, dotProduct, Fin.sum_univ_two] using h
  have h1 : 0 < X 1 1 := by
    have h := hX.dotProduct_mulVec_pos (x := ![0, 1])
      (fun h => by simpa using congrFun h 1)
    simpa [Matrix.mulVec, dotProduct, Fin.sum_univ_two] using h
  rw [Complex.lt_def] at h0 h1
  simp only [Complex.zero_re, Complex.zero_im] at h0 h1
  constructor
  · rw [Matrix.trace_fin_two, Complex.add_re]
    linarith [h0.1, h1.1]
  · apply Complex.ext
    · rw [Complex.ofReal_re]
    · rw [Complex.ofReal_im, Matrix.trace_fin_two, Complex.add_im, ← h0.2, ← h1.2, add_zero]

/-- For a positive definite `X` with `det X = m²` and `m > 0`, the canonical spinor matrix
has determinant `m` and satisfies `Q Q† = X`. -/
theorem canonicalSpinor_isMassiveSpinor {m : ℝ} (hm : 0 < m)
    {X : Matrix (Fin 2) (Fin 2) ℂ} (hX : X.PosDef) (hdet : X.det = (m : ℂ) ^ 2) :
    IsMassiveSpinor m X (canonicalSpinor m X) := by
  obtain ⟨hpos, htr⟩ := trace_real_pos hX
  have ha : 0 < X.trace.re + 2 * m := by linarith
  -- the normalisation: the prefactor squared cancels `tr X + 2m`
  have hreal : (Real.sqrt (X.trace.re + 2 * m))⁻¹ * (Real.sqrt (X.trace.re + 2 * m))⁻¹
      * (X.trace.re + 2 * m) = 1 := by
    rw [← mul_inv, Real.mul_self_sqrt ha.le]
    exact inv_mul_cancel₀ ha.ne'
  have h2 : X.trace + 2 * (m : ℂ) = ((X.trace.re + 2 * m : ℝ) : ℂ) := by
    push_cast
    linear_combination htr
  have hc : (((Real.sqrt (X.trace.re + 2 * m))⁻¹ : ℝ) : ℂ)
      * (((Real.sqrt (X.trace.re + 2 * m))⁻¹ : ℝ) : ℂ) * (X.trace + 2 * (m : ℂ)) = 1 := by
    rw [h2, ← Complex.ofReal_mul, ← Complex.ofReal_mul, hreal, Complex.ofReal_one]
  have hherm : (canonicalSpinor m X)ᴴ = canonicalSpinor m X := by
    unfold canonicalSpinor
    rw [Matrix.conjTranspose_smul, Matrix.conjTranspose_add, Matrix.conjTranspose_smul,
      Matrix.conjTranspose_one, hX.isHermitian.eq, Complex.star_def, Complex.conj_ofReal,
      Complex.conj_ofReal]
  constructor
  · unfold canonicalSpinor
    rw [Matrix.det_smul, Fintype.card_fin, det_add_mass hdet]
    linear_combination (m : ℂ) * hc
  · rw [hherm]
    unfold canonicalSpinor
    rw [Matrix.smul_mul, Matrix.mul_smul, add_mass_sq hdet, smul_smul, smul_smul, hc, one_smul]

/-- Right multiplication by an SU(2) matrix takes a massive spinor matrix for `X` to another
one for the same `X` and the same mass. -/
theorem IsMassiveSpinor.mul_right {m : ℝ} {X Q U : Matrix (Fin 2) (Fin 2) ℂ}
    (hQ : IsMassiveSpinor m X Q) (hU : U ∈ specialUnitaryGroup (Fin 2) ℂ) :
    IsMassiveSpinor m X (Q * U) := by
  obtain ⟨hu, hd⟩ := Matrix.mem_specialUnitaryGroup_iff.1 hU
  have hu' : U * Uᴴ = 1 := Matrix.mem_unitaryGroup_iff.1 hu
  refine ⟨by rw [Matrix.det_mul, hd, mul_one, hQ.1], ?_⟩
  calc Q * U * (Q * U)ᴴ = Q * (U * Uᴴ) * Qᴴ := by
        rw [Matrix.conjTranspose_mul]; simp only [Matrix.mul_assoc]
    _ = X := by rw [hu', Matrix.mul_one, hQ.2]

/-- A massive spinor matrix is invertible when `m > 0`. -/
theorem IsMassiveSpinor.isUnit_det {m : ℝ} (hm : 0 < m) {X Q : Matrix (Fin 2) (Fin 2) ℂ}
    (hQ : IsMassiveSpinor m X Q) : IsUnit Q.det := by
  rw [hQ.1]
  exact isUnit_iff_ne_zero.2 (Complex.ofReal_ne_zero.2 hm.ne')

/-- Massive spinor-helicity variables: a positive definite `X` with `det X = m²`, `m > 0`, has
a spinor matrix `Q` with `det Q = m` and `Q Q† = X`. Given one such `Q`, the matrices of this
kind are exactly those of the form `Q U` for a unique `U` in SU(2). -/
theorem massive_spinor_helicity {m : ℝ} (hm : 0 < m)
    {X : Matrix (Fin 2) (Fin 2) ℂ} (hX : X.PosDef) (hdet : X.det = (m : ℂ) ^ 2) :
    (∃ Q, IsMassiveSpinor m X Q) ∧
      ∀ Q, IsMassiveSpinor m X Q → ∀ Q', IsMassiveSpinor m X Q' ↔
        ∃! U, U ∈ specialUnitaryGroup (Fin 2) ℂ ∧ Q' = Q * U := by
  refine ⟨⟨_, canonicalSpinor_isMassiveSpinor hm hX hdet⟩, fun Q hQ Q' => ⟨fun hQ' => ?_, ?_⟩⟩
  · have h1 := Matrix.mul_nonsing_inv Q (hQ.isUnit_det hm)
    have h2 := Matrix.nonsing_inv_mul Q (hQ.isUnit_det hm)
    have h3 : Qᴴ * (Q⁻¹)ᴴ = 1 := by
      rw [← Matrix.conjTranspose_mul, h2, Matrix.conjTranspose_one]
    have h4 : Q * (Q⁻¹ * Q') = Q' := by rw [← Matrix.mul_assoc, h1, Matrix.one_mul]
    -- the relating matrix is `Q⁻¹ Q'`
    refine ⟨Q⁻¹ * Q', ⟨Matrix.mem_specialUnitaryGroup_iff.2
      ⟨Matrix.mem_unitaryGroup_iff.2 ?_, ?_⟩, h4.symm⟩, ?_⟩
    · rw [Matrix.star_eq_conjTranspose, Matrix.conjTranspose_mul]
      calc Q⁻¹ * Q' * (Q'ᴴ * (Q⁻¹)ᴴ) = Q⁻¹ * (Q' * Q'ᴴ) * (Q⁻¹)ᴴ := by
            simp only [Matrix.mul_assoc]
        _ = Q⁻¹ * (Q * Qᴴ) * (Q⁻¹)ᴴ := by rw [hQ'.2, hQ.2]
        _ = (Q⁻¹ * Q) * (Qᴴ * (Q⁻¹)ᴴ) := by simp only [Matrix.mul_assoc]
        _ = 1 := by rw [h2, h3, Matrix.one_mul]
    · have h5 := congrArg Matrix.det h4
      rw [Matrix.det_mul, hQ.1, hQ'.1] at h5
      exact mul_left_cancel₀ (Complex.ofReal_ne_zero.2 hm.ne') (h5.trans (mul_one _).symm)
    · rintro V ⟨_, hV⟩
      rw [hV, ← Matrix.mul_assoc, h2, Matrix.one_mul]
  · rintro ⟨U, ⟨hU, rfl⟩, _⟩
    exact hQ.mul_right hU

/-- Conversely, if `X` has a massive spinor matrix with `m > 0`, then `X` is positive definite
and `det X = m²`. -/
theorem IsMassiveSpinor.posDef_and_det {m : ℝ} (hm : 0 < m)
    {X Q : Matrix (Fin 2) (Fin 2) ℂ} (hQ : IsMassiveSpinor m X Q) :
    X.PosDef ∧ X.det = (m : ℂ) ^ 2 := by
  have h1 := Matrix.mul_nonsing_inv Q (hQ.isUnit_det hm)
  rw [← hQ.2]
  constructor
  · refine Matrix.posDef_iff_dotProduct_mulVec.2 ⟨?_, fun x hx => ?_⟩
    · unfold Matrix.IsHermitian
      rw [Matrix.conjTranspose_mul, Matrix.conjTranspose_conjTranspose]
    · -- the quadratic form is the squared length of `Q† x`
      have hy : Qᴴ *ᵥ x ≠ 0 := fun h0 => hx (by
        have h : (Q⁻¹)ᴴ *ᵥ (Qᴴ *ᵥ x) = x := by
          rw [Matrix.mulVec_mulVec, ← Matrix.conjTranspose_mul, h1,
            Matrix.conjTranspose_one, Matrix.one_mulVec]
        rw [← h, h0, Matrix.mulVec_zero])
      have hform : star x ⬝ᵥ (Q * Qᴴ) *ᵥ x = star (Qᴴ *ᵥ x) ⬝ᵥ (Qᴴ *ᵥ x) := by
        rw [← Matrix.mulVec_mulVec, Matrix.dotProduct_mulVec, Matrix.star_mulVec,
          Matrix.conjTranspose_conjTranspose]
      rw [hform]
      refine lt_of_le_of_ne ?_ (fun h => hy ?_)
      · exact dotProduct_star_self_nonneg _
      · exact dotProduct_star_self_eq_zero.1 h.symm
  · rw [Matrix.det_mul, Matrix.det_conjTranspose, hQ.1, Complex.star_def, Complex.conj_ofReal, sq]

/-- The little group of a massive momentum: the matrices `A` with `det A = 1` and `A X A† = X` are
exactly the matrices `Q U Q⁻¹` with `U` in SU(2), where `Q` is any given massive spinor matrix for
`X` and a mass `m > 0`. -/
theorem little_group_iff {m : ℝ} (hm : 0 < m) {X Q : Matrix (Fin 2) (Fin 2) ℂ}
    (hQ : IsMassiveSpinor m X Q) (A : Matrix (Fin 2) (Fin 2) ℂ) :
    (A.det = 1 ∧ A * X * Aᴴ = X) ↔
      ∃ U ∈ specialUnitaryGroup (Fin 2) ℂ, A = Q * U * Q⁻¹ := by
  have h1 := Matrix.mul_nonsing_inv Q (hQ.isUnit_det hm)
  have h2 := Matrix.nonsing_inv_mul Q (hQ.isUnit_det hm)
  have hAQ : A * Q * (A * Q)ᴴ = A * X * Aᴴ := by
    rw [← hQ.2, Matrix.conjTranspose_mul]
    simp only [Matrix.mul_assoc]
  constructor
  · rintro ⟨hd, hA⟩
    -- `A Q` is again a spinor matrix for the same momentum
    have hS : IsMassiveSpinor m X (A * Q) :=
      ⟨by rw [Matrix.det_mul, hd, one_mul, hQ.1], hAQ.trans hA⟩
    obtain ⟨hX, hdet⟩ := hQ.posDef_and_det hm
    obtain ⟨U, ⟨hU, hE⟩, _⟩ := ((massive_spinor_helicity hm hX hdet).2 Q hQ (A * Q)).1 hS
    exact ⟨U, hU, by rw [← hE, Matrix.mul_assoc, h1, Matrix.mul_one]⟩
  · rintro ⟨U, hU, hA⟩
    have hE : A * Q = Q * U := by rw [hA, Matrix.mul_assoc, h2, Matrix.mul_one]
    have hS : IsMassiveSpinor m X (A * Q) := hE ▸ hQ.mul_right hU
    refine ⟨?_, hAQ.symm.trans hS.2⟩
    have h3 := hS.1
    rw [Matrix.det_mul, hQ.1] at h3
    exact mul_right_cancel₀ (Complex.ofReal_ne_zero.2 hm.ne') (h3.trans (one_mul _).symm)

end

end MassiveSpinorHelicity
```

```lean
#print axioms MassiveSpinorHelicity.IsMassiveSpinor.posDef_and_det
#print axioms MassiveSpinorHelicity.little_group_iff
```

```
'MassiveSpinorHelicity.IsMassiveSpinor.posDef_and_det' depends on axioms: [propext, Classical.choice, Quot.sound]
'MassiveSpinorHelicity.little_group_iff' depends on axioms: [propext, Classical.choice, Quot.sound]
```

### What the theorems say

`IsMassiveSpinor m X Q` is the pair of equations det Q = m and QQ† = X. The type `Matrix (Fin 2) (Fin 2) ℂ` holds complex 2×2 matrices, `ᴴ` is the dagger, and `(m : ℂ)` is the real mass read as a complex number. The row index of Q is the spinor index, on which Lorentz transformations act from the left. The column index is the little-group index, on which SU(2) acts from the right.

The main theorem, `massive_spinor_helicity`, has three hypotheses:

- `0 < m` restricts the result to massive particles.
- `X.PosDef` says that X is Hermitian and positive definite, which is the condition of a timelike momentum with positive energy.
- `X.det = (m : ℂ) ^ 2` is the mass-shell condition.

Its conclusion has two parts. Some Q is a massive spinor matrix for X. And for any such Q, a matrix Q' is another one if and only if there is exactly one U (`∃!`) that lies in `specialUnitaryGroup (Fin 2) ℂ` and satisfies Q' = QU.

The equation det Q = m is a phase convention. From QQ† = X alone one gets only |det Q| = m, and the freedom would then be U(2) instead of SU(2).

`IsMassiveSpinor.posDef_and_det` is the converse about X. `little_group_iff` describes the matrices A that fix X, given any one massive spinor matrix Q. It assumes no positivity of X, since that follows from the existence of Q.

The four-vector does not appear in the file: the theorems are about the matrix X, and X = E·1 + p·σ is the physical reading. Massless momenta, where det X = 0, and complex momenta, where the second factor is independent of Q†, are not covered. The little group is described inside the complex 2×2 matrices of determinant one, not as a subgroup of the Lorentz group acting on four-vectors.

In relativistic quantum mechanics, the SU(2) found here is the group that acts on the spin states of a massive particle; the theorems treat one fixed real momentum and involve no states or dynamics.

### How the proof follows the derivation

`add_mass_sq` proves the squared identity entry by entry instead of quoting Cayley-Hamilton. The off-diagonal entries are identities of commutative algebra, closed by `ring1`. The diagonal ones need the determinant condition once, which is supplied by `linear_combination (-1 : ℂ) * h`. `det_add_mass` expands the determinant and uses the same condition.

`trace_real_pos` inserts the basis spinors `![1, 0]` and `![0, 1]` into the positive definite form. In the order on ℂ that the file opens, `0 < z` means that z is real and positive, so one inequality for each diagonal entry gives both the reality and the sign of the trace.

`canonicalSpinor_isMassiveSpinor` assembles the explicit solution. The step `hc` states that s⁻² (tr X + 2m) = 1, and `hherm` that Q is Hermitian. The determinant then follows from `det_add_mass`, where the prefactor s⁻¹ enters squared because the matrix is 2×2, and QQ† = X follows from `add_mass_sq`.

`IsMassiveSpinor.mul_right` is the easy direction, that SU(2) preserves both equations. `IsMassiveSpinor.isUnit_det` supplies the invertibility of Q from m > 0. The same hypothesis makes tr X + 2m positive in `canonicalSpinor_isMassiveSpinor` and allows m to be cancelled in the determinant equations of the last steps.

In `massive_spinor_helicity`, the matrix U is given as `Q⁻¹ * Q'`. The `calc` block is the computation of UU† above, with the middle factor Q'Q'† exchanged for QQ†. The determinant comes from cancelling m in m det U = m. For uniqueness, let V be any matrix with Q' = QV. Multiplying this equation from the left by Q⁻¹ gives V = Q⁻¹Q'; the membership of V in SU(2) is not used.

In `IsMassiveSpinor.posDef_and_det`, `hform` rewrites x†QQ†x as the squared length of Q†x, and `hy` shows that Q†x is nonzero when x is. Finally, `little_group_iff` applies the main theorem to `A * Q`, just as in the derivation. In the reverse direction, A = QUQ⁻¹ gives AQ = QU, from which both conditions on A are read off.

### Connecting two momenta of the same mass

The same factorisation shows that any two positive-energy momenta of equal mass m > 0 are related by a matrix of determinant one. Take solutions Q₁ for X₁ and Q₂ for X₂, and put A = Q₂Q₁⁻¹. Then det A = m/m = 1, and

AX₁A† = Q₂Q₁⁻¹ (Q₁Q₁†) (Q₁⁻¹)† Q₂† = Q₂Q₂† = X₂.

This corollary is not among the theorems of the file, but it takes only the existence part of the main theorem and the line above.
